# The energy range of single determinants for two parallel-spin electrons in real d orbitals

Two d electrons with parallel spins form the terms ³F and ³P. A mean-field calculation describes them by one determinant, which may mix the two. What are the lowest and highest expected energies it can have?

Let the term energies be \(A-8B\) for ³F and \(A+7B\) for ³P. The Racah parameter \(B\) measures the splitting by electron repulsion, and \(A\) is a common shift. Both energies are assumed here, not derived from Coulomb integrals.

A pair state is a real 5×5 table \(\psi\) of coefficients over products of d orbitals, numbered 0 to 4 in the order given in the code. Parallel spins require \(\psi^T=-\psi\). The rotation generators \(X_x,X_y,X_z\) are `genX`, `genY`, `genZ`.

```lean
import Mathlib

open Matrix

namespace ParallelSpinDShell

noncomputable section

/-- Real 5×5 matrices over the d orbitals xy, yz, z², xz, x²-y² (in this order). They serve as
one-electron operators and as coefficient tables of two-electron spatial states. -/
abbrev Mat := Matrix (Fin 5) (Fin 5) ℝ

/-- Generator of rotations about the x axis on the real d orbitals. -/
def genX : Mat :=
  !![0, 0, 0, -1, 0; 0, 0, -√3, 0, -1; 0, √3, 0, 0, 0; 1, 0, 0, 0, 0; 0, 1, 0, 0, 0]

/-- Generator of rotations about the y axis on the real d orbitals. -/
def genY : Mat :=
  !![0, 1, 0, 0, 0; -1, 0, 0, 0, 0; 0, 0, 0, -√3, 0; 0, 0, √3, 0, -1; 0, 0, 0, 1, 0]

/-- Generator of rotations about the z axis on the real d orbitals. -/
def genZ : Mat :=
  !![0, 0, 0, 0, 2; 0, 0, 0, 1, 0; 0, 0, 0, 0, 0; 0, -1, 0, 0, 0; -2, 0, 0, 0, 0]
```

On a pair, a generator acts as \(\psi\mapsto X\psi+\psi X^T\). Minus the sum of the squares of these actions is \(L^2\), in units of \(\hbar^2\). The inner product is \(\langle\varphi,\chi\rangle=\operatorname{tr}(\varphi^T\chi)\), and orbitals \(u,v\) give the determinant \(D=(uv^T-vu^T)/\sqrt2\).

```lean
/-- A one-electron generator acting on both electrons of a pair state. -/
def onPair (X : Mat) : Mat →ₗ[ℝ] Mat := LinearMap.mulLeft ℝ X + LinearMap.mulRight ℝ Xᵀ

/-- The squared total orbital angular momentum of the pair, in units of ħ². -/
def totalL2 : Mat →ₗ[ℝ] Mat :=
  -(onPair genX ∘ₗ onPair genX + onPair genY ∘ₗ onPair genY + onPair genZ ∘ₗ onPair genZ)

/-- The inner product of two real pair states. -/
def overlap (φ χ : Mat) : ℝ := (φᵀ * χ).trace

/-- The spatial part of the parallel-spin determinant built from the orbitals `u` and `v`. -/
def slater (u v : Fin 5 → ℝ) : Mat := (√2)⁻¹ • (vecMulVec u v - vecMulVec v u)
```

`IsTermHamiltonian` identifies the terms by \(L(L+1)=12\) and \(2\), and leaves the linear operator \(H\) otherwise free. `determinantEnergies` collects \(\langle D,HD\rangle\) for orthonormal real \(u,v\). Complex orbitals, ligand fields and spin–orbit coupling lie outside this model.

```lean
/-- `H` has energy A-8B on ³F (antisymmetric, L² = 12) and A+7B on ³P (antisymmetric, L² = 2). -/
structure IsTermHamiltonian (A B : ℝ) (H : Mat →ₗ[ℝ] Mat) : Prop where
  on3F : ∀ ψ : Mat, ψᵀ = -ψ → totalL2 ψ = (12 : ℝ) • ψ → H ψ = (A - 8 * B) • ψ
  on3P : ∀ ψ : Mat, ψᵀ = -ψ → totalL2 ψ = (2 : ℝ) • ψ → H ψ = (A + 7 * B) • ψ

/-- The expected energies of all determinants of two orthonormal real d orbitals. -/
def determinantEnergies (H : Mat →ₗ[ℝ] Mat) : Set ℝ :=
  {E | ∃ u v : Fin 5 → ℝ, u ⬝ᵥ u = 1 ∧ v ⬝ᵥ v = 1 ∧ u ⬝ᵥ v = 0 ∧
    E = overlap (slater u v) (H (slater u v))}
```

## (a) Rotation algebra

Show that the generators are antisymmetric and satisfy
\[[X_x,X_y]=X_z\ \text{(and cyclically)},\qquad \sum_k X_k^2=-6\cdot 1.\]

**Solution.** Antisymmetry is visible. The diagonals of the squares are \(-(1,4,3,1,1)\), \(-(1,1,3,4,1)\) and \(-(4,1,0,1,4)\), with sum \(-6\) everywhere. The only off-diagonal elements, at (2,4) and (4,2), are \(\mp\sqrt3\) and cancel. For the commutators, multiply column by column: on orbital 0, \(X_xX_y\) gives \((0,0,-\sqrt3,0,-1)\) and \(X_yX_x\) gives \((0,0,-\sqrt3,0,1)\). The difference \((0,0,0,0,-2)\) is column 0 of \(X_z\). Lean checks every entry.

```lean
/-- The generators are antisymmetric, obey the rotation algebra, and their squares sum to -6. -/
theorem gen_algebra : genXᵀ = -genX ∧ genYᵀ = -genY ∧ genZᵀ = -genZ ∧
    genX * genY - genY * genX = genZ ∧ genY * genZ - genZ * genY = genX ∧
    genZ * genX - genX * genZ = genY ∧
    genX * genX + genY * genY + genZ * genZ = (-6 : ℝ) • (1 : Mat) := by
  have hs : √3 * √3 = 3 := Real.mul_self_sqrt (by norm_num)
  refine ⟨?_, ?_, ?_, ?_, ?_, ?_, ?_⟩ <;> ext i j <;>
    simp only [transpose_apply, Matrix.neg_apply, Matrix.sub_apply, Matrix.add_apply,
      Matrix.mul_apply, Matrix.smul_apply, Fin.sum_univ_five] <;>
    fin_cases i <;> fin_cases j <;> simp [genX, genY, genZ] <;> grind
```

## (b) \(L^2\) on antisymmetric states

Show that, for \(\psi^T=-\psi\),
\[L^2\psi=12\psi-\sum_k\langle X_k,\psi\rangle X_k.\]

**Solution.** Two \(\ell=2\) electrons couple antisymmetrically to \(L=3\) and \(L=1\). Acting on a pair, the generator \(X_j\) sends \(X_k\) to \([X_j,X_k]\), so by (a) the generators form a vector and span the \(L=1\) states. They are orthogonal, with squared norm 10. The projector onto them is therefore \(P\psi=\tfrac1{10}\sum_k\langle X_k,\psi\rangle X_k\), and \(L^2=12-10P\).

Lean avoids coupling theory. It expands \(L^2\psi=12\psi+2\sum_kX_k\psi X_k\) and evaluates the last sum entry by entry in `key`.

```lean
set_option maxHeartbeats 400000 in
/-- On an antisymmetric pair state, L² is 12 minus the overlaps with the three generators, each
multiplying its generator. -/
theorem totalL2_antisymm (ψ : Mat) (h : ψᵀ = -ψ) : totalL2 ψ = (12 : ℝ) • ψ -
    (overlap genX ψ • genX + overlap genY ψ • genY + overlap genZ ψ • genZ) := by
  have hs : √3 * √3 = 3 := Real.mul_self_sqrt (by norm_num)
  -- the two-electron part of L²
  have key : genX * ψ * genX + genY * ψ * genY + genZ * ψ * genZ = (-1 / 2 : ℝ) •
      (overlap genX ψ • genX + overlap genY ψ • genY + overlap genZ ψ • genZ) := by
    have a : ∀ i j, ψ j i = -ψ i j := fun i j => congrArg (fun M : Mat => M i j) h
    have d : ∀ i, ψ i i = 0 := fun i => by linarith [a i i]
    have e : ψ 1 0 = -ψ 0 1 ∧ ψ 2 0 = -ψ 0 2 ∧ ψ 3 0 = -ψ 0 3 ∧ ψ 4 0 = -ψ 0 4 ∧
        ψ 2 1 = -ψ 1 2 ∧ ψ 3 1 = -ψ 1 3 ∧ ψ 4 1 = -ψ 1 4 ∧ ψ 3 2 = -ψ 2 3 ∧
        ψ 4 2 = -ψ 2 4 ∧ ψ 4 3 = -ψ 3 4 :=
      ⟨a 0 1, a 0 2, a 0 3, a 0 4, a 1 2, a 1 3, a 1 4, a 2 3, a 2 4, a 3 4⟩
    -- overlaps with the generators
    have hx : overlap genX ψ = -2 * (ψ 0 3 + √3 * ψ 1 2 + ψ 1 4) := by
      simp only [overlap, Matrix.trace, Matrix.diag, transpose_apply, Matrix.mul_apply,
        Fin.sum_univ_five]
      simp [genX, e]
      ring
    have hy : overlap genY ψ = 2 * (ψ 0 1 - √3 * ψ 2 3 - ψ 3 4) := by
      simp only [overlap, Matrix.trace, Matrix.diag, transpose_apply, Matrix.mul_apply,
        Fin.sum_univ_five]
      simp [genY, e]
      ring
    have hz : overlap genZ ψ = 2 * (2 * ψ 0 4 + ψ 1 3) := by
      simp only [overlap, Matrix.trace, Matrix.diag, transpose_apply, Matrix.mul_apply,
        Fin.sum_univ_five]
      simp [genZ, e]
      ring
    -- right multiplication by the generators
    have rX : ∀ M : Mat, M * genX = Matrix.of fun i =>
        ![M i 3, √3 * M i 2 + M i 4, -√3 * M i 1, -M i 0, -M i 1] := by
      intro M
      ext i j
      simp only [Matrix.mul_apply, Fin.sum_univ_five, Matrix.of_apply]
      fin_cases j <;> simp [genX] <;> ring
    have rY : ∀ M : Mat, M * genY = Matrix.of fun i =>
        ![-M i 1, M i 0, √3 * M i 3, M i 4 - √3 * M i 2, -M i 3] := by
      intro M
      ext i j
      simp only [Matrix.mul_apply, Fin.sum_univ_five, Matrix.of_apply]
      fin_cases j <;> simp [genY] <;> ring
    have rZ : ∀ M : Mat, M * genZ = Matrix.of fun i =>
        ![-2 * M i 4, -M i 3, 0, M i 1, 2 * M i 0] := by
      intro M
      ext i j
      simp only [Matrix.mul_apply, Fin.sum_univ_five, Matrix.of_apply]
      fin_cases j <;> simp [genZ] <;> ring
    rw [hx, hy, hz, rX (genX * ψ), rY (genY * ψ), rZ (genZ * ψ)]
    clear hx hy hz rX rY rZ a
    ext i j
    simp only [Matrix.of_apply, Matrix.add_apply, Matrix.mul_apply, Matrix.smul_apply,
      smul_eq_mul, Fin.sum_univ_five]
    fin_cases i <;> fin_cases j <;> simp [genX, genY, genZ, d, e] <;> clear h d e <;> grind
  obtain ⟨hX, hY, hZ, -, -, -, hC⟩ := gen_algebra
  calc totalL2 ψ = -((genX * genX + genY * genY + genZ * genZ) * ψ)
        - ψ * (genX * genX + genY * genY + genZ * genZ)
        + ((genX * ψ * genX + genY * ψ * genY + genZ * ψ * genZ)
        + (genX * ψ * genX + genY * ψ * genY + genZ * ψ * genZ)) := by
        simp only [totalL2, onPair, LinearMap.neg_apply, LinearMap.add_apply,
          LinearMap.comp_apply, LinearMap.mulLeft_apply, LinearMap.mulRight_apply, hX, hY, hZ]
        noncomm_ring
    _ = _ := by
        rw [hC, key]
        simp only [smul_mul_assoc, mul_smul_comm, one_mul, mul_one]
        module
```

## (c) The generators as pair states

Show that
\[L^2(aX_x+bX_y+cX_z)=2(aX_x+bX_y+cX_z).\]

**Solution.** The overlaps are \(10a,10b,10c\), so (b) leaves the factor \(12-10=2\). In Lean this confirms the ³P assignment without coupling theory.

```lean
/-- Every combination of the three generators, read as a pair state, has L² = 2. -/
theorem totalL2_pState (a b c : ℝ) : totalL2 (a • genX + b • genY + c • genZ) =
    (2 : ℝ) • (a • genX + b • genY + c • genZ) := by
  obtain ⟨hX, hY, hZ, -⟩ := gen_algebra
  have hs : √3 * √3 = 3 := Real.mul_self_sqrt (by norm_num)
  have ho : overlap genX (a • genX + b • genY + c • genZ) = 10 * a ∧
      overlap genY (a • genX + b • genY + c • genZ) = 10 * b ∧
      overlap genZ (a • genX + b • genY + c • genZ) = 10 * c := by
    refine ⟨?_, ?_, ?_⟩ <;>
      simp only [overlap, Matrix.trace, Matrix.diag, transpose_apply, Matrix.add_apply,
        Matrix.mul_apply, Matrix.smul_apply, smul_eq_mul, Fin.sum_univ_five] <;>
      simp [genX, genY, genZ] <;> grind
  rw [totalL2_antisymm _ (by simp only [transpose_add, transpose_smul, hX, hY, hZ]; module),
    ho.1, ho.2.1, ho.2.2]
  module
```

## (d) An explicit Hamiltonian

Show that the prescribed energies belong to
\[H=A+10B-\tfrac32B\,L^2.\]

**Solution.** \(L^2=12\) gives \(A+10B-18B=A-8B\), and \(L^2=2\) gives \(A+10B-3B=A+7B\).

```lean
/-- The operator A + 10B - (3/2)B L² has the prescribed energies on ³F and ³P. -/
theorem isTermHamiltonian_witness (A B : ℝ) :
    IsTermHamiltonian A B ((A + 10 * B) • LinearMap.id - (3 / 2 * B) • totalL2) := by
  constructor <;> intro ψ _ h <;>
    simp only [LinearMap.sub_apply, LinearMap.smul_apply, LinearMap.id_apply, h] <;> module
```

## (e) The action of any term Hamiltonian

Show that, for \(\psi^T=-\psi\),
\[H\psi=(A-8B)\psi+\tfrac32B\sum_k\langle X_k,\psi\rangle X_k.\]

**Solution.** Let \(p=\tfrac1{10}\sum_k\langle X_k,\psi\rangle X_k\). By (c), \(L^2p=2p\). By (b), \(L^2(\psi-p)=12\psi-10p-2p=12(\psi-p)\). Hence
\[H\psi=(A-8B)(\psi-p)+(A+7B)p=(A-8B)\psi+15Bp.\]

```lean
/-- On an antisymmetric pair state, a term Hamiltonian is A-8B plus 3B/2 times the sum of the
generators weighted by their overlaps with the state. -/
theorem hamiltonian_apply {A B : ℝ} {H : Mat →ₗ[ℝ] Mat} (hH : IsTermHamiltonian A B H)
    (ψ : Mat) (h : ψᵀ = -ψ) : H ψ = (A - 8 * B) • ψ + (3 / 2 * B) •
      (overlap genX ψ • genX + overlap genY ψ • genY + overlap genZ ψ • genZ) := by
  obtain ⟨hX, hY, hZ, -⟩ := gen_algebra
  -- p is the ³P part of the state, ψ - p the ³F part
  obtain ⟨p, hp⟩ : ∃ p : Mat, p = (overlap genX ψ / 10) • genX +
    (overlap genY ψ / 10) • genY + (overlap genZ ψ / 10) • genZ := ⟨_, rfl⟩
  have hpT : pᵀ = -p := by
    rw [hp]; simp only [transpose_add, transpose_smul, hX, hY, hZ]; module
  have hpL : totalL2 p = (2 : ℝ) • p := by rw [hp]; exact totalL2_pState _ _ _
  have hfT : (ψ - p)ᵀ = -(ψ - p) := by rw [transpose_sub, h, hpT]; abel
  have hfL : totalL2 (ψ - p) = (12 : ℝ) • (ψ - p) := by
    rw [map_sub, hpL, totalL2_antisymm ψ h, hp]; module
  calc H ψ = H (ψ - p) + H p := by rw [← map_add, sub_add_cancel]
    _ = _ := by rw [hH.on3F _ hfT hfL, hH.on3P _ hpT hpL, hp]; module
```

## (f) Symmetry and norm

Show that \(D^T=-D\) and, for orthonormal orbitals, \(\langle D,D\rangle=1\).

**Solution.** Transposition exchanges the two products in \(D\). Expanding the trace gives \(\langle D,D\rangle=(u\cdot u)(v\cdot v)-(u\cdot v)^2=1\).

```lean
/-- A determinant is antisymmetric, and it is normalised if its orbitals are orthonormal. -/
theorem slater_antisymm_norm (u v : Fin 5 → ℝ) : (slater u v)ᵀ = -slater u v ∧
    (u ⬝ᵥ u = 1 → v ⬝ᵥ v = 1 → u ⬝ᵥ v = 0 → overlap (slater u v) (slater u v) = 1) := by
  constructor
  · ext i j
    simp only [slater, transpose_apply, Matrix.smul_apply, Matrix.sub_apply, Matrix.neg_apply,
      vecMulVec_apply, smul_eq_mul]
    ring
  · intro hu hv huv
    have h2 : (√2)⁻¹ ^ 2 = 1 / 2 := by rw [inv_pow, Real.sq_sqrt (by norm_num)]; norm_num
    have key : overlap (slater u v) (slater u v) =
        2 * (√2)⁻¹ ^ 2 * ((u ⬝ᵥ u) * (v ⬝ᵥ v) - (u ⬝ᵥ v) ^ 2) := by
      simp only [overlap, slater, Matrix.trace, Matrix.diag, Matrix.mul_apply, transpose_apply,
        Matrix.smul_apply, Matrix.sub_apply, vecMulVec_apply, smul_eq_mul, dotProduct,
        Fin.sum_univ_five]
      ring
    rw [key, h2, hu, hv, huv]; norm_num
```

## (g) Energy of a determinant

Show that, for orthonormal orbitals,
\[\langle D,HD\rangle=A-8B+3B\sum_k(u\cdot X_kv)^2.\]

**Solution.** Antisymmetry gives \(\langle X_k,D\rangle=(u\cdot X_kv-v\cdot X_ku)/\sqrt2=\sqrt2\,u\cdot X_kv\). By (e) and (f), the energy is \(A-8B+\tfrac32B\sum_k\langle X_k,D\rangle^2\). Insert the overlaps.

```lean
/-- For a term Hamiltonian, the expected energy of a determinant of two orthonormal real d orbitals
is A-8B plus 3B times the summed squares of the generators' matrix elements between the two
orbitals. -/
theorem determinant_energy {A B : ℝ} {H : Mat →ₗ[ℝ] Mat} (hH : IsTermHamiltonian A B H)
    (u v : Fin 5 → ℝ) (hu : u ⬝ᵥ u = 1) (hv : v ⬝ᵥ v = 1) (huv : u ⬝ᵥ v = 0) :
    overlap (slater u v) (H (slater u v)) = A - 8 * B + 3 * B *
      ((u ⬝ᵥ genX *ᵥ v) ^ 2 + (u ⬝ᵥ genY *ᵥ v) ^ 2 + (u ⬝ᵥ genZ *ᵥ v) ^ 2) := by
  obtain ⟨hX, hY, hZ, -⟩ := gen_algebra
  have h2 : (√2)⁻¹ ^ 2 = 1 / 2 := by rw [inv_pow, Real.sq_sqrt (by norm_num)]; norm_num
  have comm : ∀ φ χ, overlap φ χ = overlap χ φ := fun φ χ => by
    rw [overlap, ← trace_transpose, transpose_mul, transpose_transpose, overlap]
  have ov : ∀ X : Mat, Xᵀ = -X →
      overlap X (slater u v) = 2 * (√2)⁻¹ * (u ⬝ᵥ X *ᵥ v) := by
    intro X h
    obtain ⟨φ, rfl⟩ : ∃ φ : Mat, X = φ - φᵀ :=
      ⟨(1 / 2 : ℝ) • X, by rw [transpose_smul, h]; module⟩
    simp only [overlap, slater, Matrix.trace, Matrix.diag, Matrix.mul_apply, transpose_apply,
      Matrix.smul_apply, Matrix.sub_apply, vecMulVec_apply, smul_eq_mul, dotProduct,
      Matrix.mulVec, Fin.sum_univ_five]
    ring
  have lin : ∀ (D : Mat) (a b x y z : ℝ),
      overlap D (a • D + b • (x • genX + y • genY + z • genZ)) = a * overlap D D +
        b * (x * overlap D genX + y * overlap D genY + z * overlap D genZ) := by
    intro D a b x y z
    simp only [overlap, Matrix.mul_add, Matrix.mul_smul, trace_add, trace_smul, smul_eq_mul]
  rw [hamiltonian_apply hH _ (slater_antisymm_norm u v).1, lin, comm _ genX, comm _ genY,
    comm _ genZ, ov _ hX, ov _ hY, ov _ hZ, (slater_antisymm_norm u v).2 hu hv huv]
  linear_combination 6 * B *
    ((u ⬝ᵥ genX *ᵥ v) ^ 2 + (u ⬝ᵥ genY *ᵥ v) ^ 2 + (u ⬝ᵥ genZ *ᵥ v) ^ 2) * h2
```

## (h) A bound on the matrix elements

Show that, for normalised \(u,v\),
\[\sum_k(u\cdot X_kv)^2\le4.\]

**Solution.** Write \(x,y,z\) for the three matrix elements, \(N=x^2+y^2+z^2\) and \(r=(xX_x+yX_y+zX_z)v\). Then \(u\cdot r=N\). A generator about a unit axis has eigenvalues \(im\) with \(|m|\le2\), so \(|r|^2\le4N\). Therefore
\[0\le|r-4u|^2=|r|^2-8N+16\le16-4N.\]
Lean replaces the eigenvalue argument by `hr`, which writes \(4N-|r|^2\) as a sum of three squares.

```lean
/-- For two normalised real d orbitals, the squared matrix elements of the three generators
sum to at most 4. -/
theorem coupling_le (u v : Fin 5 → ℝ) (hu : u ⬝ᵥ u = 1) (hv : v ⬝ᵥ v = 1) :
    (u ⬝ᵥ genX *ᵥ v) ^ 2 + (u ⬝ᵥ genY *ᵥ v) ^ 2 + (u ⬝ᵥ genZ *ᵥ v) ^ 2 ≤ 4 := by
  have hs : √3 ^ 2 = 3 := Real.sq_sqrt (by norm_num)
  have hx : u ⬝ᵥ genX *ᵥ v = -u 0 * v 3 - u 1 * (√3 * v 2 + v 4) + u 2 * (√3 * v 1)
      + u 3 * v 0 + u 4 * v 1 := by
    simp only [dotProduct, Matrix.mulVec, Fin.sum_univ_five]
    simp [genX]
    ring
  have hy : u ⬝ᵥ genY *ᵥ v = u 0 * v 1 - u 1 * v 0 - u 2 * (√3 * v 3)
      + u 3 * (√3 * v 2 - v 4) + u 4 * v 3 := by
    simp only [dotProduct, Matrix.mulVec, Fin.sum_univ_five]
    simp [genY]
    ring
  have hz : u ⬝ᵥ genZ *ᵥ v = 2 * u 0 * v 4 + u 1 * v 3 - u 3 * v 1 - 2 * u 4 * v 0 := by
    simp only [dotProduct, Matrix.mulVec, Fin.sum_univ_five]
    simp [genZ]
    ring
  generalize u ⬝ᵥ genX *ᵥ v = x at hx ⊢
  generalize u ⬝ᵥ genY *ᵥ v = y at hy ⊢
  generalize u ⬝ᵥ genZ *ᵥ v = z at hz ⊢
  simp only [dotProduct, Fin.sum_univ_five] at hu hv
  -- r is the orbital v acted on by the generator along (x, y, z)
  obtain ⟨r0, h0⟩ : ∃ r, r = -v 3 * x + v 1 * y + 2 * v 4 * z := ⟨_, rfl⟩
  obtain ⟨r1, h1⟩ : ∃ r, r = (-√3 * v 2 - v 4) * x - v 0 * y + v 3 * z := ⟨_, rfl⟩
  obtain ⟨r2, h2⟩ : ∃ r, r = √3 * v 1 * x - √3 * v 3 * y := ⟨_, rfl⟩
  obtain ⟨r3, h3⟩ : ∃ r, r = v 0 * x + (√3 * v 2 - v 4) * y - v 1 * z := ⟨_, rfl⟩
  obtain ⟨r4, h4⟩ : ∃ r, r = v 1 * x + v 3 * y - 2 * v 0 * z := ⟨_, rfl⟩
  have hN : x ^ 2 + y ^ 2 + z ^ 2 = u 0 * r0 + u 1 * r1 + u 2 * r2 + u 3 * r3 + u 4 * r4 := by
    rw [h0, h1, h2, h3, h4]
    linear_combination x * hx + y * hy + z * hz
  -- the generator has norm at most 2 per unit axis: the defect is a sum of squares
  have hr : 4 * (x ^ 2 + y ^ 2 + z ^ 2) - (r0 ^ 2 + r1 ^ 2 + r2 ^ 2 + r3 ^ 2 + r4 ^ 2) =
      ((-v 2 + √3 * v 4) * x + √3 * v 0 * y + √3 * v 3 * z) ^ 2
      + (√3 * v 0 * x + (-v 2 - √3 * v 4) * y + √3 * v 1 * z) ^ 2
      + (√3 * v 3 * x + √3 * v 1 * y + 2 * v 2 * z) ^ 2 := by
    rw [h0, h1, h2, h3, h4]
    linear_combination (-4) * (x ^ 2 + y ^ 2 + z ^ 2) * hv
      - (v 2 ^ 2 * x ^ 2 + (v 1 * x - v 3 * y) ^ 2 + v 2 ^ 2 * y ^ 2
        + (v 4 * x + v 0 * y + v 3 * z) ^ 2 + (v 0 * x - v 4 * y + v 1 * z) ^ 2
        + (v 3 * x + v 1 * y) ^ 2) * hs
  have hq : 0 ≤ 4 * (x ^ 2 + y ^ 2 + z ^ 2)
      - (r0 ^ 2 + r1 ^ 2 + r2 ^ 2 + r3 ^ 2 + r4 ^ 2) := by rw [hr]; positivity
  linarith [sq_nonneg (r0 - 4 * u 0), sq_nonneg (r1 - 4 * u 1), sq_nonneg (r2 - 4 * u 2),
    sq_nonneg (r3 - 4 * u 3), sq_nonneg (r4 - 4 * u 4)]
```

## (i) The extreme energies

Show that, for \(B>0\),
\[\min\langle D,HD\rangle=A-8B,\qquad\max\langle D,HD\rangle=A+4B.\]

**Solution.** The sum in (g) lies between 0 and 4. For \(z^2,\,x^2-y^2\) all three matrix elements vanish. For \(xy,\,x^2-y^2\) they are \(0,0,2\). Both bounds are thus attained, as `IsLeast` and `IsGreatest` require.

Coulomb repulsion between d electrons gives \(B>0\), and the formulas rely on this sign: with \(A=0\) and the unphysical value \(B=-1\), these pairs would have energies 8 and −4, so \(A-8B=8\) is not the minimum. The statement needs \(B\ge0\).

```lean
/-- For a term Hamiltonian with B > 0, the expected energy over determinants of two orthonormal real
d orbitals has minimum A-8B and maximum A+4B. -/
theorem determinant_energy_range {A B : ℝ} (hB : 0 < B) {H : Mat →ₗ[ℝ] Mat}
    (hH : IsTermHamiltonian A B H) :
    IsLeast (determinantEnergies H) (A - 8 * B) ∧
      IsGreatest (determinantEnergies H) (A + 4 * B) := by
  refine ⟨⟨?_, ?_⟩, ⟨?_, ?_⟩⟩
  · -- the pair z², x²-y²
    have hu : (![0, 0, 1, 0, 0] : Fin 5 → ℝ) ⬝ᵥ ![0, 0, 1, 0, 0] = 1 := by
      simp [dotProduct, Fin.sum_univ_five]
    have hv : (![0, 0, 0, 0, 1] : Fin 5 → ℝ) ⬝ᵥ ![0, 0, 0, 0, 1] = 1 := by
      simp [dotProduct, Fin.sum_univ_five]
    have huv : (![0, 0, 1, 0, 0] : Fin 5 → ℝ) ⬝ᵥ ![0, 0, 0, 0, 1] = 0 := by
      simp [dotProduct, Fin.sum_univ_five]
    refine ⟨_, _, hu, hv, huv, ?_⟩
    rw [determinant_energy hH _ _ hu hv huv]
    simp only [dotProduct, Matrix.mulVec, Fin.sum_univ_five]
    simp [genX, genY, genZ]
  · rintro E ⟨u, v, hu, hv, huv, rfl⟩
    rw [determinant_energy hH u v hu hv huv]
    exact le_add_of_nonneg_right (by positivity)
  · -- the pair xy, x²-y²
    have hu : (![1, 0, 0, 0, 0] : Fin 5 → ℝ) ⬝ᵥ ![1, 0, 0, 0, 0] = 1 := by
      simp [dotProduct, Fin.sum_univ_five]
    have hv : (![0, 0, 0, 0, 1] : Fin 5 → ℝ) ⬝ᵥ ![0, 0, 0, 0, 1] = 1 := by
      simp [dotProduct, Fin.sum_univ_five]
    have huv : (![1, 0, 0, 0, 0] : Fin 5 → ℝ) ⬝ᵥ ![0, 0, 0, 0, 1] = 0 := by
      simp [dotProduct, Fin.sum_univ_five]
    refine ⟨_, _, hu, hv, huv, ?_⟩
    rw [determinant_energy hH _ _ hu hv huv]
    simp only [dotProduct, Matrix.mulVec, Fin.sum_univ_five]
    simp [genX, genY, genZ]
    ring
  · rintro E ⟨u, v, hu, hv, huv, rfl⟩
    rw [determinant_energy hH u v hu hv huv]
    nlinarith [mul_le_mul_of_nonneg_left (coupling_le u v hu hv) hB.le]
```

## (j) Determinants and ³P

Show that, for orthonormal real \(u,v\),
\[L^2D\ne2D.\]

**Solution.** Take the Hamiltonian of (d) with \(A=0\), \(B=1\). If \(L^2D=2D\), the normalised \(D\) would have energy 7, above the maximum 4. For \(B>0\), (i) also shows that no determinant in this model has the ³P energy \(A+7B\) as its expected energy, since the maximum is \(A+4B\).

```lean
/-- No determinant of two orthonormal real d orbitals is a ³P state. -/
theorem slater_not_3P (u v : Fin 5 → ℝ) (hu : u ⬝ᵥ u = 1) (hv : v ⬝ᵥ v = 1)
    (huv : u ⬝ᵥ v = 0) : totalL2 (slater u v) ≠ (2 : ℝ) • slater u v := by
  intro h
  -- a ³P determinant would have energy 7 for A = 0, B = 1, above the maximum 4
  have hH := isTermHamiltonian_witness 0 1
  have hle := (determinant_energy_range one_pos hH).2.2 ⟨u, v, hu, hv, huv, rfl⟩
  have hn := (slater_antisymm_norm u v).2 hu hv huv
  rw [hH.on3P _ (slater_antisymm_norm u v).1 h, overlap, Matrix.mul_smul, trace_smul,
    smul_eq_mul, ← overlap, hn] at hle
  norm_num at hle

end

end ParallelSpinDShell
```
```lean
#print axioms ParallelSpinDShell.determinant_energy_range
#print axioms ParallelSpinDShell.slater_not_3P
```

```
'ParallelSpinDShell.determinant_energy_range' depends on axioms: [propext, Classical.choice, Quot.sound]
'ParallelSpinDShell.slater_not_3P' depends on axioms: [propext, Classical.choice, Quot.sound]
```
